# The PAW transformation commutes with a symmetry under which its partial waves and projectors transform alike

A molecule has a mirror plane, and a projector augmented-wave (PAW) calculation yields a smooth state that is even under the mirror. The all-electron state is recovered from it by a linear map $T$, which adds atomic detail near the nuclei. Is the recovered state even as well? It is, unless it vanishes, provided that the atomic functions entering $T$ respect the mirror in the sense defined below.

The state space $E$ is a complex inner-product space, possibly of infinite dimension. The finite index set `ι` labels all atomic functions, over all atoms and angular-momentum channels. Inner products are conjugate-linear in the first argument.

```lean
import Mathlib

open scoped InnerProductSpace

namespace PAWSymmetry

noncomputable section

variable {E ι : Type*} [NormedAddCommGroup E] [InnerProductSpace ℂ E]
  [Fintype ι] [DecidableEq ι]
```

## How the atomic functions transform

The symmetry is a unitary operator $U$, in Lean a linear isometric equivalence of $E$ with itself. Antiunitary operations such as time reversal are therefore excluded. A symmetry operation moves atoms onto equivalent atoms and mixes the orbitals of a shell, so a family $f_i$ of atomic functions should obey

$$U f_i=\sum_j R_{ji} f_j .$$

The coefficients of $U f_i$ stand in column $i$ of $R$.

```lean
/-- The family `f` transforms under the unitary `U` with the matrix `R`:
`U f_i = ∑_j R_ji f_j`. -/
def Transforms (U : E ≃ₗᵢ[ℂ] E) (R : Matrix ι ι ℂ) (f : ι → E) : Prop :=
  ∀ i, U (f i) = ∑ j, R j i • f j
```

This rule is assumed for the functions at hand, with one unitary matrix $R$ shared by all families. Showing that a given set of atomic data obeys it, with equivalent atoms treated identically and shells complete, is the step from this model to a real calculation.

## The transformation

With partial waves $\phi_i$, smooth partial waves $\tilde\phi_i$ (often called pseudo or auxiliary partial waves, and written `φt` in the code) and projectors $p_i$, the map is

$$Tx=x+\sum_i \langle p_i,x\rangle(\phi_i-\tilde\phi_i).$$

All three families are vectors of $E$. The definition includes the check that $T$ is linear.

```lean
omit [DecidableEq ι] in
/-- The PAW transformation `T = 1 + ∑_i (φ_i - φt_i) ⟨p_i, ·⟩` with partial waves `φ`,
smooth partial waves `φt` and projectors `p`. -/
def pawT (φ φt p : ι → E) : E →ₗ[ℂ] E where
  toFun x := x + ∑ i, ⟪p i, x⟫_ℂ • (φ i - φt i)
  map_add' x y := by
    simp only [inner_add_right, add_smul, Finset.sum_add_distrib]
    abel
  map_smul' c x := by
    simp only [inner_smul_right, mul_smul, smul_add, Finset.smul_sum, RingHom.id_apply]
```

The formula is recorded for later rewriting.

```lean
omit [DecidableEq ι] in
/-- The action of the PAW transformation on a smooth state `x`. -/
theorem pawT_apply (φ φt p : ι → E) (x : E) :
    pawT φ φt p x = x + ∑ i, ⟪p i, x⟫_ℂ • (φ i - φt i) := rfl
```

## Projector amplitudes of a transformed state

Let $R$ be unitary, so that $\sum_i R_{ki}R_{ji}^*=\delta_{kj}$. This inverts the rule for the projectors:

$$\sum_i R_{ji}^*\,Up_i=\sum_k\Big(\sum_i R_{ki}R_{ji}^*\Big)p_k=p_j .$$

Insert this into $\langle p_j,Ux\rangle$. The first argument conjugates the coefficients, and $U$ preserves inner products:

$$\langle p_j,Ux\rangle=\sum_i R_{ji}\langle Up_i,Ux\rangle=\sum_i R_{ji}\langle p_i,x\rangle .$$

In the proof, `entry` is the orthonormality of the rows and `hinv` the inverted rule.

```lean
variable {U : E ≃ₗᵢ[ℂ] E} {R : Matrix ι ι ℂ} {φ φt p : ι → E}

/-- If the projectors transform under `U` with a unitary matrix `R`, the projector amplitudes
of a transformed state are `⟨p_j, U x⟩ = ∑_i R_ji ⟨p_i, x⟩`. -/
theorem projector_amplitude (hR : R ∈ Matrix.unitaryGroup ι ℂ) (hp : Transforms U R p)
    (j : ι) (x : E) : ⟪p j, U x⟫_ℂ = ∑ i, R j i * ⟪p i, x⟫_ℂ := by
  -- the rows of `R` are orthonormal
  have entry : ∀ k, ∑ i, R k i * star (R j i) = if k = j then 1 else 0 := by
    intro k
    have h := congrFun (congrFun (Matrix.mem_unitaryGroup_iff.mp hR) k) j
    simpa [Matrix.mul_apply, Matrix.star_apply, Matrix.one_apply] using h
  -- hence the transformation rule can be inverted
  have hinv : ∑ i, star (R j i) • U (p i) = p j := by
    calc ∑ i, star (R j i) • U (p i)
        = ∑ i, ∑ k, (R k i * star (R j i)) • p k := by
          refine Finset.sum_congr rfl fun i _ => ?_
          rw [hp i, Finset.smul_sum]
          refine Finset.sum_congr rfl fun k _ => ?_
          rw [smul_smul, mul_comm]
      _ = ∑ k, (∑ i, R k i * star (R j i)) • p k := by
          rw [Finset.sum_comm]
          simp only [Finset.sum_smul]
      _ = p j := by
          simp_rw [entry]
          simp
  rw [← hinv, sum_inner]
  refine Finset.sum_congr rfl fun i _ => ?_
  rw [inner_smul_left, LinearIsometryEquiv.inner_map_map]
  simp
```

## Exchanging the two sums

Write $d_i=\phi_i-\tilde\phi_i$ and suppose that the $d_i$ follow the rule with the same $R$. Then

$$TUx-Ux=\sum_j\sum_i R_{ji}\langle p_i,x\rangle d_j=\sum_i\langle p_i,x\rangle\sum_j R_{ji}d_j=\sum_i\langle p_i,x\rangle\,Ud_i=U(Tx-x),$$

and hence $TUx=UTx$. The `calc` block follows this chain, with `Finset.sum_comm` as the exchange of sums.

```lean
/-- If the projectors and the differences `φ_i - φt_i` transform under `U` with the same
unitary matrix, the PAW transformation commutes with `U`. -/
theorem pawT_commutes_of_difference (hR : R ∈ Matrix.unitaryGroup ι ℂ)
    (hp : Transforms U R p) (hd : Transforms U R (fun i => φ i - φt i)) (x : E) :
    pawT φ φt p (U x) = U (pawT φ φt p x) := by
  have hd' : ∀ i, U (φ i - φt i) = ∑ j, R j i • (φ j - φt j) := hd
  rw [pawT_apply, pawT_apply, map_add, map_sum]
  congr 1
  calc ∑ j, ⟪p j, U x⟫_ℂ • (φ j - φt j)
      = ∑ j, ∑ i, (R j i * ⟪p i, x⟫_ℂ) • (φ j - φt j) := by
        refine Finset.sum_congr rfl fun j _ => ?_
        rw [projector_amplitude hR hp, Finset.sum_smul]
    _ = ∑ i, ∑ j, (R j i * ⟪p i, x⟫_ℂ) • (φ j - φt j) := Finset.sum_comm
    _ = ∑ i, U (⟪p i, x⟫_ℂ • (φ i - φt i)) := by
        refine Finset.sum_congr rfl fun i _ => ?_
        rw [map_smul, hd' i, Finset.smul_sum]
        refine Finset.sum_congr rfl fun j _ => ?_
        rw [smul_smul, mul_comm]
```

If $\phi_i$ and $\tilde\phi_i$ each follow the rule, subtraction gives it for $d_i$:

$$Ud_i=\sum_j R_{ji}\phi_j-\sum_j R_{ji}\tilde\phi_j=\sum_j R_{ji}d_j .$$

```lean
/-- If partial waves, smooth partial waves and projectors all transform under the unitary `U`
with the same unitary matrix `R`, the PAW transformation commutes with `U`. -/
theorem pawT_commutes (hR : R ∈ Matrix.unitaryGroup ι ℂ) (hφ : Transforms U R φ)
    (hφt : Transforms U R φt) (hp : Transforms U R p) (x : E) :
    pawT φ φt p (U x) = U (pawT φ φt p x) := by
  refine pawT_commutes_of_difference hR hp (fun i => ?_) x
  change U (φ i - φt i) = ∑ j, R j i • (φ j - φt j)
  rw [map_sub, hφ i, hφt i, ← Finset.sum_sub_distrib]
  simp only [smul_sub]
```

## Symmetry labels and matrix elements

If $Ux=\mu x$, then $U(Tx)=T(Ux)=\mu\,Tx$. The recovered state is zero or carries the same eigenvalue. For one-electron states and a finite set of atomic functions, symmetry labels found for smooth states can thus be read as labels of the all-electron states.

```lean
/-- If partial waves, smooth partial waves and projectors all transform under the unitary `U` with
the same unitary matrix `R`, the PAW transformation maps each eigenspace of `U` into itself. -/
theorem pawT_mem_eigenspace (hR : R ∈ Matrix.unitaryGroup ι ℂ) (hφ : Transforms U R φ)
    (hφt : Transforms U R φt) (hp : Transforms U R p) (μ : ℂ) {x : E}
    (hx : x ∈ Module.End.eigenspace U.toLinearEquiv.toLinearMap μ) :
    pawT φ φt p x ∈ Module.End.eigenspace U.toLinearEquiv.toLinearMap μ := by
  rw [Module.End.mem_eigenspace_iff] at hx ⊢
  change U x = μ • x at hx
  change U (pawT φ φt p x) = μ • pawT φ φt p x
  rw [← pawT_commutes hR hφ hφt hp, hx, map_smul]
```

Let $A$ be a linear operator that commutes with $U$. Moving $U$ to the left through $T$ and $A$ gives

$$\langle TUx,ATUy\rangle=\langle UTx,UATy\rangle=\langle Tx,ATy\rangle .$$

With $A=1$ these are overlaps of recovered states, and with $A$ a Hamiltonian its matrix elements between them. PAW codes usually evaluate such quantities by one-centre expansions, which drop cross terms when the set of partial waves is incomplete; the theorem is about the full expression $\langle Tx,ATy\rangle$. Here $A$ is defined on all of $E$, so an unbounded Hamiltonian fits only if $E$ is chosen as a space that it maps into itself.

```lean
/-- Let partial waves, smooth partial waves and projectors all transform under the unitary `U` with
the same unitary matrix `R`, and let the linear operator `A` commute with `U`. Then the PAW matrix
elements `⟨T x, A T y⟩` do not change when `U` acts on both states. -/
theorem paw_matrix_element_invariant (hR : R ∈ Matrix.unitaryGroup ι ℂ)
    (hφ : Transforms U R φ) (hφt : Transforms U R φt) (hp : Transforms U R p)
    (A : E →ₗ[ℂ] E) (hA : ∀ x, A (U x) = U (A x)) (x y : E) :
    ⟪pawT φ φt p (U x), A (pawT φ φt p (U y))⟫_ℂ
      = ⟪pawT φ φt p x, A (pawT φ φt p y)⟫_ℂ := by
  rw [pawT_commutes hR hφ hφt hp, pawT_commutes hR hφ hφt hp, hA,
    LinearIsometryEquiv.inner_map_map]
```

## When commutation forces the rule

Suppose that the projectors follow the rule and are dual to the smooth partial waves, $\langle p_i,\tilde\phi_j\rangle=\delta_{ij}$. In PAW this is usual for functions of the same atom; for different atoms it holds if the functions of each atom vanish outside its own sphere and the spheres do not overlap. If $T$ commutes with $U$, evaluate both orders on $\tilde\phi_k$:

$$TU\tilde\phi_k=U\tilde\phi_k+\sum_j R_{jk}d_j,\qquad UT\tilde\phi_k=U\tilde\phi_k+Ud_k .$$

Cancelling $U\tilde\phi_k$ (`add_left_cancel`) leaves the rule for the differences. The reverse direction was shown above. No separate rule for $\phi_i$ or $\tilde\phi_i$ is needed.

```lean
/-- Let the projectors be dual to the smooth partial waves and transform under `U` with a
unitary matrix `R`. Then the PAW transformation commutes with `U` if and only if the
differences `φ_i - φt_i` transform with `R` as well. -/
theorem pawT_commutes_iff (hR : R ∈ Matrix.unitaryGroup ι ℂ) (hp : Transforms U R p)
    (hdual : ∀ i j, ⟪p i, φt j⟫_ℂ = if i = j then 1 else 0) :
    (∀ x, pawT φ φt p (U x) = U (pawT φ φt p x)) ↔
      Transforms U R (fun i => φ i - φt i) := by
  refine ⟨fun hc k => ?_, fun hd x => pawT_commutes_of_difference hR hp hd x⟩
  -- evaluate the commutation relation on a smooth partial wave
  have h := hc (φt k)
  rw [pawT_apply, pawT_apply, map_add] at h
  have h2 := add_left_cancel h
  simp only [projector_amplitude hR hp, hdual, mul_ite, mul_one, mul_zero,
    Finset.sum_ite_eq', Finset.mem_univ, if_true, ite_smul, one_smul, zero_smul] at h2
  exact h2.symm
```

## Two equivalent sites and a mirror

Take $E=\mathbb C^2$, one axis per site, with components numbered 0 and 1 as in Lean. The mirror exchanges them.

```lean
/-- The mirror operation that exchanges the two axes of `ℂ²`. -/
def mirror : EuclideanSpace ℂ (Fin 2) ≃ₗᵢ[ℂ] EuclideanSpace ℂ (Fin 2) :=
  LinearIsometryEquiv.piLpCongrLeft 2 ℂ ℂ (Equiv.swap 0 1)
```

In components, $U(v_0,v_1)=(v_1,v_0)$.

```lean
/-- The mirror exchanges the two components of a vector. -/
theorem mirror_apply (v : EuclideanSpace ℂ (Fin 2)) : mirror v = !₂[v 1, v 0] := by
  ext k
  fin_cases k <;> rfl
```

Choose $\phi_0=(2,1)$, $\phi_1=(1,2)$, and let the standard basis serve as both $\tilde\phi$ and $p$. The mirror exchanges the two members of each family, so $R$ is the exchange matrix. Both differences equal $(1,1)$ and so reach both sites. In real PAW data each difference is confined to the sphere of its own atom, but the theorems do not require this. The map is

$$T=\begin{pmatrix}2&1\\1&2\end{pmatrix}.$$

The even vector $(1,1)$ goes to $3$ times itself, and the odd vector $(1,-1)$ to itself. Both keep their mirror eigenvalue, $+1$ and $-1$. Partial waves normalised to $(2,1)/\sqrt5$ and $(1,2)/\sqrt5$ give the same $T$ if the $\tilde\phi_i$ are divided by $\sqrt5$ and the $p_i$ multiplied by it.

The theorem below confirms that these vectors meet the hypotheses, including duality; the matrix $T$ and the variation after it are computed in the prose alone.

```lean
/-- In `ℂ²` the partial waves `(2,1), (1,2)` and the standard basis, which serves both as
smooth partial waves and as projectors, transform under the mirror with the same unitary
exchange matrix, and the standard basis is dual to itself. -/
theorem pawT_commutes_witness :
    !![0, 1; 1, 0] ∈ Matrix.unitaryGroup (Fin 2) ℂ ∧
    Transforms mirror !![0, 1; 1, 0] ![!₂[2, 1], !₂[1, 2]] ∧
    Transforms mirror !![0, 1; 1, 0] ![!₂[1, 0], !₂[0, 1]] ∧
    ∀ i j : Fin 2, ⟪(![!₂[1, 0], !₂[0, 1]] : Fin 2 → EuclideanSpace ℂ (Fin 2)) i,
      (![!₂[1, 0], !₂[0, 1]] : Fin 2 → EuclideanSpace ℂ (Fin 2)) j⟫_ℂ
        = if i = j then 1 else 0 := by
  refine ⟨?_, ?_, ?_, ?_⟩
  · rw [Matrix.mem_unitaryGroup_iff]
    ext i j
    fin_cases i <;> fin_cases j <;>
      simp [Matrix.mul_apply, Matrix.star_apply, Fin.sum_univ_two]
  · intro i
    ext k
    fin_cases i <;> fin_cases k <;> simp [mirror_apply, Fin.sum_univ_two]
  · intro i
    ext k
    fin_cases i <;> fin_cases k <;> simp [mirror_apply, Fin.sum_univ_two]
  · intro i j
    rw [PiLp.inner_apply, Fin.sum_univ_two]
    fin_cases i <;> fin_cases j <;> simp

end

end PAWSymmetry
```

Now give the two sites different partial waves, $\phi_0=(2,0)$ and $\phi_1=(0,1)$, and keep everything else. The differences are $(1,0)$ and $(0,0)$, which the mirror does not exchange, and $T=\mathrm{diag}(2,1)$. The even state $(1,1)/\sqrt2$ becomes $(2,1)/\sqrt2$, which is neither even nor odd. The rule for $\tilde\phi$ and $p$ alone is therefore not enough.

```lean
#print axioms PAWSymmetry.pawT_mem_eigenspace
-- 'PAWSymmetry.pawT_mem_eigenspace' depends on axioms: [propext, Classical.choice, Quot.sound]
#print axioms PAWSymmetry.paw_matrix_element_invariant
-- 'PAWSymmetry.paw_matrix_element_invariant' depends on axioms: [propext, Classical.choice, Quot.sound]
#print axioms PAWSymmetry.pawT_commutes_iff
-- 'PAWSymmetry.pawT_commutes_iff' depends on axioms: [propext, Classical.choice, Quot.sound]
```
